# For l ≥ 1, the coupling ζ L·S with ζ ≠ 0 splits a one-electron core level by |ζ|(2l+1)/2 into levels with state numbers (l+1) : l

A p core level often appears in a photoemission spectrum as two lines, because the spin of the electron couples to its orbital motion. Take $l=1$ and $\hbar=1$, and label the states by $m$ and the spin direction. The stretched states $|1,\uparrow\rangle$ and $|{-1},\downarrow\rangle$ are eigenstates of $\mathbf L\cdot\mathbf S$ with eigenvalue $1/2$. The states $|1,\downarrow\rangle$ and $|0,\uparrow\rangle$ mix through

$$\begin{pmatrix}-1/2 & 1/\sqrt2\\ 1/\sqrt2 & 0\end{pmatrix},\qquad \lambda^2+\tfrac12\lambda-\tfrac12=(\lambda-\tfrac12)(\lambda+1)=0 .$$

The remaining pair, $|{-1},\uparrow\rangle$ and $|0,\downarrow\rangle$, gives the same two roots. Four states therefore lie at $1/2$ and two at $-1$. The same quadratic mechanism works for every $l\ge1$, with roots $l/2$ and $-(l+1)/2$. A coupling term $\zeta\,\mathbf L\cdot\mathbf S$ with $\zeta\ne0$ therefore separates the two levels by $|\zeta|(2l+1)/2$.

In Lean 4 with Mathlib:

```lean
import Mathlib

open Matrix Module
open scoped Kronecker

namespace SpinOrbitDoublet

noncomputable section
```

## Orbital and spin matrices

The orbital states carry an index $i=0,\dots,2l$ with $m_i=l-i$, so the highest $m$ comes first and raising $m$ lowers the index.

```lean
/-- The magnetic quantum number `m = l - i` of the `i`-th orbital basis state. -/
def mag (l : ℕ) (i : Fin (2 * l + 1)) : ℝ := (l : ℝ) - ((i : ℕ) : ℝ)
```

Raising the state $m$ gives the amplitude $\sqrt{l(l+1)-m(m+1)}$.

```lean
/-- The amplitude `√(l(l+1) - m(m+1))` with which `L₊` raises the state `m`. -/
def amp (l : ℕ) (i : Fin (2 * l + 1)) : ℝ :=
  Real.sqrt ((l : ℝ) * (l + 1) - mag l i * (mag l i + 1))
```

$L_z$ is diagonal, $L_+$ connects $m$ to $m+1$, and $L_-$ is the adjoint of $L_+$.

```lean
/-- The orbital matrix `L_z`, diagonal with entries `m`. -/
def Lz (l : ℕ) : Matrix (Fin (2 * l + 1)) (Fin (2 * l + 1)) ℂ :=
  diagonal fun i => (mag l i : ℂ)

/-- The orbital raising matrix `L₊`, taking `m` to `m + 1`. -/
def Lplus (l : ℕ) : Matrix (Fin (2 * l + 1)) (Fin (2 * l + 1)) ℂ :=
  Matrix.of fun i j => if (i : ℕ) + 1 = (j : ℕ) then (amp l j : ℂ) else 0

/-- The orbital lowering matrix `L₋`, the adjoint of `L₊`. -/
def Lminus (l : ℕ) : Matrix (Fin (2 * l + 1)) (Fin (2 * l + 1)) ℂ := (Lplus l)ᴴ
```

For the spin, the first basis state is $\uparrow$.

```lean
/-- The spin one-half matrix `S_z`. -/
def Sz : Matrix (Fin 2) (Fin 2) ℂ := !![1 / 2, 0; 0, -1 / 2]

/-- The spin raising matrix `S₊`. -/
def Splus : Matrix (Fin 2) (Fin 2) ℂ := !![0, 1; 0, 0]

/-- The spin lowering matrix `S₋`. -/
def Sminus : Matrix (Fin 2) (Fin 2) ℂ := !![0, 0; 1, 0]
```

The Cartesian components follow from $J_x=(J_++J_-)/2$ and $J_y=(J_+-J_-)/(2i)$, where $J$ stands for $L$ or $S$ and $i$ is here the imaginary unit. `LS` is the sum of their Kronecker products, orbital factor first.

```lean
/-- The `x` component `(J₊ + J₋)/2` built from a pair of ladder matrices. -/
def compX {n : Type*} (p q : Matrix n n ℂ) : Matrix n n ℂ := (1 / 2 : ℂ) • (p + q)

/-- The `y` component `(J₊ - J₋)/(2i)` built from a pair of ladder matrices. -/
def compY {n : Type*} (p q : Matrix n n ℂ) : Matrix n n ℂ := (-Complex.I / 2) • (p - q)

/-- The spin-orbit operator `L·S = L_x S_x + L_y S_y + L_z S_z`. -/
def LS (l : ℕ) : Matrix (Fin (2 * l + 1) × Fin 2) (Fin (2 * l + 1) × Fin 2) ℂ :=
  compX (Lplus l) (Lminus l) ⊗ₖ compX Splus Sminus
    + compY (Lplus l) (Lminus l) ⊗ₖ compY Splus Sminus + Lz l ⊗ₖ Sz
```

## The core level and its degeneracy

The number of states at an energy is the dimension of the eigenspace there, which is zero if the energy is not an eigenvalue.

```lean
/-- The number of independent states of `A` at the level `E`. -/
def degeneracy {n : Type*} [Fintype n] [DecidableEq n] (A : Matrix n n ℂ) (E : ℂ) : ℕ :=
  finrank ℂ (End.eigenspace (toLin' A) E)
```

The core Hamiltonian is $H=E_0+\zeta\,\mathbf L\cdot\mathbf S$. Here $E_0$ is the level without spin-orbit coupling. The real constant $\zeta$ stands for the radial average of the coupling strength over the core orbital; it is a given number here, and the growth of the splitting with nuclear charge enters through it.

```lean
/-- The core-level Hamiltonian `E₀ + ζ L·S`. -/
def coreH (l : ℕ) (E₀ ζ : ℝ) :
    Matrix (Fin (2 * l + 1) × Fin 2) (Fin (2 * l + 1) × Fin 2) ℂ :=
  (E₀ : ℂ) • 1 + (ζ : ℂ) • LS l
```

The two candidate energies belong to the total angular momentum quantum numbers $j=l+\tfrac12$ and $j=l-\tfrac12$. The names `levelPlus` and `levelMinus` refer to this sign, so for $\zeta<0$ `levelPlus` is the lower one.

```lean
/-- The energy `E₀ + ζ l/2`. -/
def levelPlus (l : ℕ) (E₀ ζ : ℝ) : ℝ := E₀ + ζ * (l / 2)

/-- The energy `E₀ - ζ (l+1)/2`. -/
def levelMinus (l : ℕ) (E₀ ζ : ℝ) : ℝ := E₀ + ζ * (-((l + 1) / 2))
```

## Ladder algebra from the matrix entries

Since $l(l+1)-m_i(m_i+1)=i(2l+1-i)\ge0$, squaring the amplitude removes the root.

```lean
/-- The squared raising amplitude is `l(l+1) - m(m+1)`. -/
theorem amp_sq (l : ℕ) (i : Fin (2 * l + 1)) :
    (amp l i : ℂ) * amp l i = (l : ℂ) * (l + 1) - mag l i * (mag l i + 1) := by
  have hi : ((i : ℕ) : ℝ) ≤ 2 * l := by
    have := i.isLt
    exact_mod_cast (by omega : (i : ℕ) ≤ 2 * l)
  have h0 : (0 : ℝ) ≤ ((i : ℕ) : ℝ) := Nat.cast_nonneg _
  have h : 0 ≤ (l : ℝ) * (l + 1) - mag l i * (mag l i + 1) := by
    unfold mag
    nlinarith [mul_nonneg h0 (sub_nonneg.mpr hi)]
  have h2 : amp l i * amp l i = (l : ℝ) * (l + 1) - mag l i * (mag l i + 1) :=
    Real.mul_self_sqrt h
  exact_mod_cast h2
```

The entries of $[L_z,L_\pm]$ are $(m_i-m_j)(L_\pm)_{ij}$, and $L_\pm$ has entries only where $m_i-m_j=\pm1$. Hence $[L_z,L_\pm]=\pm L_\pm$.

```lean
/-- The ladder relations `[L_z, L₊] = L₊` and `[L_z, L₋] = -L₋`. -/
theorem ladder_comm (l : ℕ) : Lz l * Lplus l - Lplus l * Lz l = Lplus l ∧
    Lz l * Lminus l - Lminus l * Lz l = -Lminus l := by
  have hm : ∀ i j : Fin (2 * l + 1), (i : ℕ) + 1 = j → (mag l i : ℂ) = mag l j + 1 := by
    intro i j h
    simp only [mag, ← h]
    push_cast
    ring
  constructor
  · ext i j
    simp only [Matrix.sub_apply, Lz, diagonal_mul, mul_diagonal]
    by_cases h : (i : ℕ) + 1 = j
    · rw [hm i j h]; ring
    · have h0 : Lplus l i j = 0 := by simp [Lplus, h]
      rw [h0]; ring
  · ext i j
    simp only [Matrix.sub_apply, Matrix.neg_apply, Lz, diagonal_mul, mul_diagonal]
    by_cases h : (j : ℕ) + 1 = i
    · rw [hm j i h]; ring
    · have h0 : Lminus l i j = 0 := by simp [Lminus, Lplus, h]
      rw [h0]; ring
```

Raising and then lowering returns each state with its squared amplitude:

$$L_-L_+=l(l+1)-L_z^2-L_z .$$

In the code, at most one intermediate state survives in the matrix product. The top state, which cannot be raised, is treated separately.

```lean
/-- Lowering after raising: `L₋L₊ = l(l+1) - L_z² - L_z`. -/
theorem lower_raise (l : ℕ) :
    Lminus l * Lplus l = ((l : ℂ) * (l + 1)) • 1 - Lz l * Lz l - Lz l := by
  ext i j
  by_cases hij : i = j
  · subst hij
    have hr : (((l : ℂ) * (l + 1)) • 1 - Lz l * Lz l - Lz l) i i = (amp l i : ℂ) * amp l i := by
      rw [amp_sq]
      simp only [Lz, diagonal_mul_diagonal, Matrix.sub_apply, Matrix.smul_apply, one_apply_eq,
        diagonal_apply_eq, smul_eq_mul]
      ring
    rw [hr, Matrix.mul_apply]
    have hi := i.isLt
    by_cases h0 : (i : ℕ) = 0
    · -- the top state cannot be raised
      have ha : amp l i = 0 := by simp [amp, mag, h0]
      rw [ha, Complex.ofReal_zero, mul_zero]
      refine Finset.sum_eq_zero fun k _ => ?_
      have hk : ¬ (k : ℕ) + 1 = i := by omega
      simp [Lplus, hk]
    · rw [Finset.sum_eq_single (⟨(i : ℕ) - 1, by omega⟩ : Fin (2 * l + 1))]
      · have h : (i : ℕ) - 1 + 1 = i := by omega
        simp [Lminus, Lplus, h]
      · intro k _ hk
        have h : ¬ (k : ℕ) + 1 = i := fun h => hk (Fin.ext (by
          show (k : ℕ) = (i : ℕ) - 1
          omega))
        simp [Lplus, h]
      · simp
  · have hr : (((l : ℂ) * (l + 1)) • 1 - Lz l * Lz l - Lz l) i j = 0 := by
      simp [Lz, one_apply_ne hij, diagonal_apply_ne _ hij]
    rw [hr, Matrix.mul_apply]
    refine Finset.sum_eq_zero fun k _ => ?_
    by_cases hk : (k : ℕ) + 1 = i
    · have h : ¬ (k : ℕ) + 1 = j := fun h => hij (Fin.ext (by omega))
      simp [Lplus, h]
    · simp [Lminus, Lplus, hk]
```

In the other order, the squared amplitude is that of the state below, $l(l+1)-m(m-1)$, and the bottom state is the special case:

$$L_+L_-=l(l+1)-L_z^2+L_z .$$

```lean
/-- Raising after lowering: `L₊L₋ = l(l+1) - L_z² + L_z`. -/
theorem raise_lower (l : ℕ) :
    Lplus l * Lminus l = ((l : ℂ) * (l + 1)) • 1 - Lz l * Lz l + Lz l := by
  ext i j
  by_cases hij : i = j
  · subst hij
    have hr : (((l : ℂ) * (l + 1)) • 1 - Lz l * Lz l + Lz l) i i
        = (l : ℂ) * (l + 1) - mag l i * mag l i + mag l i := by
      simp only [Lz, diagonal_mul_diagonal, Matrix.sub_apply, Matrix.add_apply,
        Matrix.smul_apply, one_apply_eq, diagonal_apply_eq, smul_eq_mul, mul_one]
    rw [hr, Matrix.mul_apply]
    have hi := i.isLt
    by_cases h0 : (i : ℕ) = 2 * l
    · -- the bottom state cannot be lowered
      have hm : (mag l i : ℂ) = -l := by
        simp only [mag, h0]
        push_cast
        ring
      rw [hm, Finset.sum_eq_zero]
      · ring
      · intro k _
        have hk : ¬ (i : ℕ) + 1 = k := by have := k.isLt; omega
        simp [Lplus, hk]
    · rw [Finset.sum_eq_single (⟨(i : ℕ) + 1, by omega⟩ : Fin (2 * l + 1))]
      · have he : Lplus l i ⟨(i : ℕ) + 1, by omega⟩ * Lminus l ⟨(i : ℕ) + 1, by omega⟩ i
            = (amp l ⟨(i : ℕ) + 1, by omega⟩ : ℂ) * amp l ⟨(i : ℕ) + 1, by omega⟩ := by
          simp [Lminus, Lplus]
        rw [he, amp_sq]
        simp only [mag]
        push_cast
        ring
      · intro k _ hk
        have h : ¬ (i : ℕ) + 1 = k := fun h => hk (Fin.ext h.symm)
        simp [Lplus, h]
      · simp
  · have hr : (((l : ℂ) * (l + 1)) • 1 - Lz l * Lz l + Lz l) i j = 0 := by
      simp [Lz, one_apply_ne hij, diagonal_apply_ne _ hij]
    rw [hr, Matrix.mul_apply]
    refine Finset.sum_eq_zero fun k _ => ?_
    by_cases hk : (i : ℕ) + 1 = k
    · have h : ¬ (j : ℕ) + 1 = k := fun h => hij (Fin.ext (by omega))
      simp [Lminus, Lplus, h]
    · simp [Lplus, hk]
```

## The quadratic identity

Multiplying out the $x$ and $y$ terms and using $i^2=-1$ leaves

$$\mathbf L\cdot\mathbf S=L_zS_z+\tfrac12(L_+S_-+L_-S_+).$$

```lean
/-- The ladder form `L·S = L_z S_z + (L₊S₋ + L₋S₊)/2`. -/
theorem LS_ladder (l : ℕ) : LS l = Lz l ⊗ₖ Sz
    + (1 / 2 : ℂ) • (Lplus l ⊗ₖ Sminus + Lminus l ⊗ₖ Splus) := by
  ext ⟨i, a⟩ ⟨j, b⟩
  simp only [LS, compX, compY, Matrix.add_apply, Matrix.sub_apply, Matrix.smul_apply,
    kroneckerMap_apply, smul_eq_mul]
  linear_combination ((Lplus l i j - Lminus l i j) * (Splus a b - Sminus a b) / 4)
    * Complex.I_sq
```

Written in spin blocks, this is

$$\mathbf L\cdot\mathbf S=\frac12\begin{pmatrix}L_z&L_-\\L_+&-L_z\end{pmatrix},$$

$$(\mathbf L\cdot\mathbf S)^2=\frac14\begin{pmatrix}L_z^2+L_-L_+&[L_z,L_-]\\-[L_z,L_+]&L_z^2+L_+L_-\end{pmatrix}
=\frac{l(l+1)}4-\frac12\,\mathbf L\cdot\mathbf S .$$

Rearranged, this is $(\mathbf L\cdot\mathbf S-\tfrac l2)(\mathbf L\cdot\mathbf S+\tfrac{l+1}2)=0$. The four `linear_combination` lines settle the four blocks, each with one ladder relation.

```lean
/-- The spin-orbit operator satisfies `(L·S - l/2)(L·S + (l+1)/2) = 0`. -/
theorem LS_quadratic (l : ℕ) :
    (LS l - ((l : ℂ) / 2) • 1) * (LS l + (((l : ℂ) + 1) / 2) • 1) = 0 := by
  have e00 : ∀ p q r s : ℂ, !![p, q; r, s] 0 0 = p := fun _ _ _ _ => rfl
  have e01 : ∀ p q r s : ℂ, !![p, q; r, s] 0 1 = q := fun _ _ _ _ => rfl
  have e10 : ∀ p q r s : ℂ, !![p, q; r, s] 1 0 = r := fun _ _ _ _ => rfl
  have e11 : ∀ p q r s : ℂ, !![p, q; r, s] 1 1 = s := fun _ _ _ _ => rfl
  -- the square of L·S, compared in the four spin blocks
  have sq : LS l * LS l = ((l : ℂ) * (l + 1) / 4) • 1 - (1 / 2 : ℂ) • LS l := by
    rw [LS_ladder, ← one_kronecker_one]
    simp only [add_mul, mul_add, smul_mul_assoc, mul_smul_comm, ← mul_kronecker_mul]
    ext ⟨i, a⟩ ⟨j, b⟩
    have h1 := congrFun (congrFun (lower_raise l) i) j
    have h2 := congrFun (congrFun (raise_lower l) i) j
    have h3 := congrFun (congrFun (ladder_comm l).1 i) j
    have h4 := congrFun (congrFun (ladder_comm l).2 i) j
    simp only [Matrix.add_apply, Matrix.sub_apply, Matrix.neg_apply, Matrix.smul_apply,
      smul_eq_mul] at h1 h2 h3 h4
    revert a b
    simp only [Fin.forall_fin_two, Sz, Splus, Sminus, Matrix.mul_fin_two, Matrix.one_fin_two,
      Matrix.add_apply, Matrix.sub_apply, Matrix.smul_apply, kroneckerMap_apply, smul_eq_mul,
      e00, e01, e10, e11]
    refine ⟨⟨?_, ?_⟩, ⟨?_, ?_⟩⟩
    · linear_combination (1 / 4 : ℂ) * h1
    · linear_combination (1 / 4 : ℂ) * h4
    · linear_combination (-1 / 4 : ℂ) * h3
    · linear_combination (1 / 4 : ℂ) * h2
  simp only [sub_mul, mul_add, smul_mul_assoc, mul_smul_comm, one_mul, mul_one, sq]
  module
```

## Counting states by the trace

The trace of a Kronecker product is the product of the traces, and every spin matrix is traceless.

```lean
/-- The spin-orbit operator is traceless. -/
theorem LS_trace (l : ℕ) : (LS l).trace = 0 := by
  have hz : Sz.trace = 0 := by norm_num [Sz, trace_fin_two]
  have hp : Splus.trace = 0 := by simp [Splus, trace_fin_two]
  have hm : Sminus.trace = 0 := by simp [Sminus, trace_fin_two]
  rw [LS_ladder]
  simp [trace_add, trace_smul, trace_kronecker, hz, hp, hm]
```

Let $A$ be an $N\times N$ matrix with $(A-a)(A-b)=0$ and $a\ne b$. Then $P=(A-b)/(a-b)$ maps every vector into the eigenspace of $a$ and leaves that eigenspace fixed. Its trace is therefore the dimension $d_a$, so

$$(a-b)\,d_a=\operatorname{tr}A-bN .$$

```lean
/-- If `(A - a)(A - b) = 0` with `a ≠ b`, the trace of `A` fixes the degeneracy of `a`. -/
theorem degeneracy_of_quadratic {n : Type*} [Fintype n] [DecidableEq n] (A : Matrix n n ℂ)
    (a b : ℂ) (hab : a ≠ b) (h : (A - a • 1) * (A - b • 1) = 0) :
    (a - b) * (degeneracy A a : ℂ) = A.trace - b * Fintype.card n := by
  have hne : a - b ≠ 0 := sub_ne_zero.mpr hab
  rw [sub_mul, sub_eq_zero, smul_mul_assoc, one_mul] at h
  -- (A - b)/(a - b) projects onto the eigenspace of a
  have hp : LinearMap.IsProj (End.eigenspace (toLin' A) a)
      (toLin' ((a - b)⁻¹ • (A - b • 1))) := by
    constructor
    · intro x
      rw [End.mem_eigenspace_iff]
      simp only [toLin'_apply]
      rw [mulVec_mulVec, mul_smul_comm, h, smul_comm, smul_mulVec]
    · intro x hx
      rw [End.mem_eigenspace_iff, toLin'_apply] at hx
      rw [toLin'_apply, smul_mulVec, sub_mulVec, hx, smul_mulVec, one_mulVec, ← sub_smul,
        smul_smul, inv_mul_cancel₀ hne, one_smul]
  have ht := hp.trace
  rw [LinearMap.trace_eq_matrix_trace ℂ (Pi.basisFun ℂ n), LinearMap.toMatrix_eq_toMatrix',
    LinearMap.toMatrix'_toLin', trace_smul, trace_sub, trace_smul, trace_one, smul_eq_mul,
    smul_eq_mul] at ht
  rw [degeneracy, ← ht, mul_inv_cancel_left₀ hne]
```

With $\operatorname{tr}A=0$, $N=2(2l+1)$ and $a-b=\pm(2l+1)/2$, the dimensions are $2l+2$ and $2l$. For $l=0$ they are 2 and 0: an s shell has no partner level.

```lean
/-- The eigenspaces of `L·S` at `l/2` and `-(l+1)/2` have dimensions `2l+2` and `2l`. -/
theorem LS_degeneracy (l : ℕ) : degeneracy (LS l) ((l : ℂ) / 2) = 2 * l + 2 ∧
    degeneracy (LS l) (-(((l : ℂ) + 1) / 2)) = 2 * l := by
  have hn : (2 * (l : ℂ) + 1) ≠ 0 := by exact_mod_cast (by omega : 2 * l + 1 ≠ 0)
  have hab : (l : ℂ) / 2 ≠ -(((l : ℂ) + 1) / 2) := fun h =>
    hn (by linear_combination 2 * h)
  have q := LS_quadratic l
  have q1 : (LS l - ((l : ℂ) / 2) • 1) * (LS l - (-(((l : ℂ) + 1) / 2)) • 1) = 0 := by
    rw [neg_smul, sub_neg_eq_add, q]
  have q2 : (LS l - (-(((l : ℂ) + 1) / 2)) • 1) * (LS l - ((l : ℂ) / 2) • 1) = 0 := by
    rw [← q1]
    simp only [sub_mul, mul_sub, smul_mul_assoc, mul_smul_comm, one_mul, mul_one]
    module
  have d1 := degeneracy_of_quadratic _ _ _ hab q1
  have d2 := degeneracy_of_quadratic _ _ _ hab.symm q2
  rw [LS_trace, Fintype.card_prod, Fintype.card_fin, Fintype.card_fin] at d1 d2
  push_cast at d1 d2
  constructor
  · have h : (degeneracy (LS l) ((l : ℂ) / 2) : ℂ) = 2 * l + 2 :=
      mul_left_cancel₀ hn (by linear_combination 2 * d1)
    exact_mod_cast h
  · have h : (degeneracy (LS l) (-(((l : ℂ) + 1) / 2)) : ℂ) = 2 * l :=
      mul_left_cancel₀ hn (by linear_combination -2 * d2)
    exact_mod_cast h
```

## The doublet

For $\zeta\neq0$, the eigenspace of $H$ at $E_0+\zeta x$ is that of $\mathbf L\cdot\mathbf S$ at $x$. An eigenvector there forces $(x-\tfrac l2)(x+\tfrac{l+1}2)=0$, which excludes a third level; for $l\ge1$ both dimensions are positive, so both levels occur. Their difference is

$$\zeta\,\frac l2+\zeta\,\frac{l+1}2=\frac{\zeta(2l+1)}2 .$$

The theorem states these facts for all complex $E$, and gives the ratio as $l\,d_+=(l+1)\,d_-$, where $d_\pm$ are the numbers of states at `levelPlus` and `levelMinus`.

```lean
/-- For `l ≥ 1` and `ζ ≠ 0` the core Hamiltonian has exactly two levels, `levelPlus` and
`levelMinus`. Their difference `levelPlus - levelMinus` is `ζ(2l+1)/2`, and their numbers of states
are, in this order, in the ratio `(l+1) : l`. -/
theorem core_doublet (l : ℕ) (hl : 1 ≤ l) (E₀ ζ : ℝ) (hζ : ζ ≠ 0) :
    (∀ E : ℂ, End.HasEigenvalue (toLin' (coreH l E₀ ζ)) E ↔
      E = levelPlus l E₀ ζ ∨ E = levelMinus l E₀ ζ) ∧
    levelPlus l E₀ ζ - levelMinus l E₀ ζ = ζ * (2 * l + 1) / 2 ∧
    l * degeneracy (coreH l E₀ ζ) (levelPlus l E₀ ζ)
      = (l + 1) * degeneracy (coreH l E₀ ζ) (levelMinus l E₀ ζ) := by
  have hz : (ζ : ℂ) ≠ 0 := Complex.ofReal_ne_zero.mpr hζ
  -- shifting and scaling leave the eigenspaces unchanged
  have hE : ∀ x : ℂ, End.eigenspace (toLin' (coreH l E₀ ζ)) (E₀ + ζ * x)
      = End.eigenspace (toLin' (LS l)) x := by
    intro x
    ext v
    simp only [End.mem_eigenspace_iff, toLin'_apply, coreH, add_mulVec, smul_mulVec,
      one_mulVec, add_smul, mul_smul, add_right_inj]
    exact (smul_right_injective _ hz).eq_iff
  have hp : (levelPlus l E₀ ζ : ℂ) = E₀ + ζ * ((l : ℂ) / 2) := by
    simp only [levelPlus, Complex.ofReal_add, Complex.ofReal_mul, Complex.ofReal_div,
      Complex.ofReal_natCast, Complex.ofReal_ofNat]
  have hm : (levelMinus l E₀ ζ : ℂ) = E₀ + ζ * (-(((l : ℂ) + 1) / 2)) := by
    simp only [levelMinus, Complex.ofReal_add, Complex.ofReal_mul, Complex.ofReal_div,
      Complex.ofReal_neg, Complex.ofReal_one, Complex.ofReal_natCast, Complex.ofReal_ofNat]
  have dp : degeneracy (coreH l E₀ ζ) (levelPlus l E₀ ζ) = 2 * l + 2 := by
    rw [degeneracy, hp, hE]
    exact (LS_degeneracy l).1
  have dm : degeneracy (coreH l E₀ ζ) (levelMinus l E₀ ζ) = 2 * l := by
    rw [degeneracy, hm, hE]
    exact (LS_degeneracy l).2
  refine ⟨fun E => ⟨fun h => ?_, fun h => ?_⟩, ?_, ?_⟩
  · -- the quadratic identity excludes any other level
    obtain ⟨x, rfl⟩ : ∃ x : ℂ, E = E₀ + ζ * x :=
      ⟨(E - E₀) / ζ, by rw [mul_div_cancel₀ _ hz]; ring⟩
    have hx : End.eigenspace (toLin' (coreH l E₀ ζ)) (E₀ + ζ * x) ≠ ⊥ := h
    rw [hE] at hx
    obtain ⟨v, hv, hv0⟩ := Submodule.exists_mem_ne_zero_of_ne_bot hx
    rw [End.mem_eigenspace_iff, toLin'_apply] at hv
    have h1 : (LS l + (((l : ℂ) + 1) / 2) • 1) *ᵥ v = (x + ((l : ℂ) + 1) / 2) • v := by
      rw [add_mulVec, hv, smul_mulVec, one_mulVec, add_smul]
    have h2 : (LS l - ((l : ℂ) / 2) • 1) *ᵥ v = (x - (l : ℂ) / 2) • v := by
      rw [sub_mulVec, hv, smul_mulVec, one_mulVec, sub_smul]
    have q : ((x + ((l : ℂ) + 1) / 2) * (x - (l : ℂ) / 2)) • v = 0 := by
      rw [mul_smul, ← h2, ← mulVec_smul, ← h1, mulVec_mulVec, LS_quadratic, zero_mulVec]
    rw [hp, hm]
    rcases mul_eq_zero.mp ((smul_eq_zero.mp q).resolve_right hv0) with h3 | h3
    · right
      linear_combination (ζ : ℂ) * h3
    · left
      linear_combination (ζ : ℂ) * h3
  · show End.eigenspace (toLin' (coreH l E₀ ζ)) E ≠ ⊥
    intro hb
    have h0 : degeneracy (coreH l E₀ ζ) E = 0 := by rw [degeneracy, hb, finrank_bot]
    rcases h with h | h
    · rw [h, dp] at h0
      omega
    · rw [h, dm] at h0
      omega
  · unfold levelPlus levelMinus
    ring
  · rw [dp, dm]
    ring

end

end SpinOrbitDoublet
```

For one electron with a single $\zeta$ per shell, this yields the ratios 2:1, 3:2 and 4:3 familiar from p, d and f core lines in photoemission. Reading them as intensities takes a further physical assumption, that every state contributes equally to its line. Multiplet coupling to open shells, and radial functions that differ between the two $j$ values in heavy atoms, lie beyond this Hamiltonian.

```lean
#print axioms SpinOrbitDoublet.core_doublet
-- 'SpinOrbitDoublet.core_doublet' depends on axioms: [propext, Classical.choice, Quot.sound]
```
